# Wedderburn reduction with yᵀAx ≠ 0 lowers the rank of a matrix by exactly one

Subtracting the dyad (Ax)(yᵀA)/(yᵀAx) from a matrix A removes exactly one from its rank, that is, from the number of its linearly independent columns, provided the scalar yᵀAx is nonzero. The matrix is finite, may be rectangular, and has entries in any field; over the complex numbers yᵀ is a plain transpose, without conjugation. The vectors x and y need no normalisation, since the division by yᵀAx accounts for their scale. The attempt shows that the kernel grows strictly because it gains x, so that the rank falls by at least one, and then seeks to bound the fall by one through the subadditivity of rank.

The failing Lean file:

```lean
import Mathlib

open Matrix Module

namespace WedderburnRankReduction

noncomputable section

variable {K m n : Type*} [Field K] [Fintype m] [Fintype n]

/-- The Wedderburn reduction `A - A x yᵀ A / (yᵀ A x)` of a matrix `A`. -/
def wedderburn (A : Matrix m n K) (x : n → K) (y : m → K) : Matrix m n K :=
  A - (y ⬝ᵥ (A *ᵥ x))⁻¹ • vecMulVec (A *ᵥ x) (y ᵥ* A)

/-- The action of the reduced matrix on a vector `z`: a multiple of `A x` is removed
from `A z`. -/
theorem wedderburn_mulVec (A : Matrix m n K) (x z : n → K) (y : m → K) :
    wedderburn A x y *ᵥ z =
      A *ᵥ z - ((y ⬝ᵥ (A *ᵥ x))⁻¹ * (y ⬝ᵥ (A *ᵥ z))) • (A *ᵥ x) := by
  rw [wedderburn, Matrix.sub_mulVec, Matrix.smul_mulVec, Matrix.vecMulVec_mulVec,
    op_smul_eq_smul, smul_smul, ← Matrix.dotProduct_mulVec]

/-- Wedderburn rank reduction: if `yᵀ A x` is nonzero, the reduced matrix has rank exactly
one less than `A`. -/
theorem wedderburn_rank (A : Matrix m n K) (x : n → K) (y : m → K)
    (hw : y ⬝ᵥ (A *ᵥ x) ≠ 0) : (wedderburn A x y).rank + 1 = A.rank := by
  -- the kernel grows strictly, because it gains the vector x
  have hker : LinearMap.ker A.mulVecLin < LinearMap.ker (wedderburn A x y).mulVecLin := by
    refine SetLike.lt_iff_le_and_exists.mpr ⟨fun z hz => ?_, x, ?_, fun hx => ?_⟩
    · have hz' : A *ᵥ z = 0 := LinearMap.mem_ker.mp hz
      refine LinearMap.mem_ker.mpr ?_
      rw [Matrix.mulVecLin_apply, wedderburn_mulVec, hz']
      simp
    · refine LinearMap.mem_ker.mpr ?_
      rw [Matrix.mulVecLin_apply, wedderburn_mulVec, inv_mul_cancel₀ hw, one_smul, sub_self]
    · have hx' : A *ᵥ x = 0 := LinearMap.mem_ker.mp hx
      exact hw (by rw [hx', dotProduct_zero])
  have hdim := Submodule.finrank_lt_finrank_of_lt hker
  have hA : A.rank + finrank K (LinearMap.ker A.mulVecLin) = finrank K (n → K) :=
    LinearMap.finrank_range_add_finrank_ker A.mulVecLin
  have hB : (wedderburn A x y).rank + finrank K (LinearMap.ker (wedderburn A x y).mulVecLin)
      = finrank K (n → K) :=
    LinearMap.finrank_range_add_finrank_ker (wedderburn A x y).mulVecLin
  -- a single dyad changes the rank by at most one
  have hdyad : A = wedderburn A x y +
      vecMulVec ((y ⬝ᵥ (A *ᵥ x))⁻¹ • (A *ᵥ x)) (y ᵥ* A) := by
    ext i j
    simp only [wedderburn, Matrix.add_apply, Matrix.sub_apply, Matrix.smul_apply,
      Matrix.vecMulVec_apply, Pi.smul_apply, smul_eq_mul]
    ring
  have hle : A.rank ≤ (wedderburn A x y).rank + 1 := by
    have h1 := Matrix.rank_add_le (wedderburn A x y)
      (vecMulVec ((y ⬝ᵥ (A *ᵥ x))⁻¹ • (A *ᵥ x)) (y ᵥ* A))
    rw [← hdyad] at h1
    exact h1.trans (Nat.add_le_add_left (Matrix.rank_vecMulVec_le _ _) _)
  omega

end

end WedderburnRankReduction
```

Compiling this gives:

```
Main.lean:52:15: error(lean.unknownIdentifier): Unknown constant `Matrix.rank_add_le`
```

Lean accepts the file once it reads:

```diff
@@ -42,16 +42,18 @@
       = finrank K (n → K) :=
     LinearMap.finrank_range_add_finrank_ker (wedderburn A x y).mulVecLin
-  -- a single dyad changes the rank by at most one
-  have hdyad : A = wedderburn A x y +
-      vecMulVec ((y ⬝ᵥ (A *ᵥ x))⁻¹ • (A *ᵥ x)) (y ᵥ* A) := by
-    ext i j
-    simp only [wedderburn, Matrix.add_apply, Matrix.sub_apply, Matrix.smul_apply,
-      Matrix.vecMulVec_apply, Pi.smul_apply, smul_eq_mul]
-    ring
+  -- subtracting this dyad lowers the rank by at most one
+  have hAx : A *ᵥ x ≠ 0 := fun h => hw (by rw [h, dotProduct_zero])
+  have hsub : LinearMap.range A.mulVecLin ≤
+      LinearMap.range (wedderburn A x y).mulVecLin ⊔ Submodule.span K {A *ᵥ x} := by
+    rintro _ ⟨z, rfl⟩
+    refine Submodule.mem_sup.mpr ⟨wedderburn A x y *ᵥ z, LinearMap.mem_range.mpr ⟨z, rfl⟩,
+      ((y ⬝ᵥ (A *ᵥ x))⁻¹ * (y ⬝ᵥ (A *ᵥ z))) • (A *ᵥ x),
+      Submodule.smul_mem _ _ (Submodule.mem_span_singleton_self _), ?_⟩
+    rw [wedderburn_mulVec, sub_add_cancel, Matrix.mulVecLin_apply]
   have hle : A.rank ≤ (wedderburn A x y).rank + 1 := by
-    have h1 := Matrix.rank_add_le (wedderburn A x y)
-      (vecMulVec ((y ⬝ᵥ (A *ᵥ x))⁻¹ • (A *ᵥ x)) (y ᵥ* A))
-    rw [← hdyad] at h1
-    exact h1.trans (Nat.add_le_add_left (Matrix.rank_vecMulVec_le _ _) _)
+    have h1 := (Submodule.finrank_mono hsub).trans
+      (Submodule.finrank_add_le_finrank_add_finrank _ _)
+    rw [finrank_span_singleton hAx] at h1
+    exact h1
   omega
 
```

What went wrong. The message says that Lean knows no constant called `Matrix.rank_add_le` with the imports of this file. The attempt relied on that name for the rank of a sum being at most the sum of the ranks, so `h1` could not be built.

The repair gets the same bound from subspaces. By `wedderburn_mulVec`, each Az is the reduced matrix applied to z plus a multiple of Ax. Hence `hsub`: the range of A lies in the sum of the reduced matrix's range and the line spanned by Ax. `Submodule.finrank_mono` and `Submodule.finrank_add_le_finrank_add_finrank` turn this into an inequality of dimensions. The new `hAx` shows that Ax is nonzero, as `finrank_span_singleton` requires to give the line dimension one. The result is `hle`, which the final `omega` uses as before.

The identity `hdyad` served only the old route and is dropped; the reworded comment is mere tidying.
